# For a Hermitian operator in n dimensions, the lowest energy on any (n − m)-dimensional subspace is at most level m, counted from zero

## Why does my no-pair energy lie below the Dirac energy?

I build the one-electron Dirac matrix of an ion in a finite basis, project it onto the positive-energy eigenvectors of the free-particle matrix in the same basis, and take the lowest eigenvalue of the projected block as the no-pair ground energy. It comes out below the lowest electronic eigenvalue of the full matrix. Both matrices have the same number of negative-energy levels, so I haven't lost or gained any states. But I have restricted the variational space, and that should raise a minimum. Is my projector wrong?

## The restriction raises a different minimum

Your result has the sign it must have. Restriction does raise the minimum, but the minimum of the full matrix is its lowest negative-energy level, not the electronic ground state. With respect to the electronic level, the inequality runs the other way.

Let $H$ be Hermitian on an $n$-dimensional complex space, with orthonormal eigenvectors $b_i$ and eigenvalues $\varepsilon_0\le\dots\le\varepsilon_{n-1}$. Count energies with the electron's rest energy included, so that bound electronic levels normally lie above zero; if your code subtracts the rest energy, add it back before counting. If $m$ levels then have negative energy, $\varepsilon_m$ is the lowest electronic level. Your free positive-energy space $V$ has dimension $n-m$. For $x\in V$ the orthogonal projector $P$ onto $V$ gives $\langle x,PHPx\rangle=\langle x,Hx\rangle$, so the lowest eigenvalue of the projected block is the minimum of $\langle x,Hx\rangle$ over unit vectors of $V$.

**Energy in components.** Write $x=\sum_i c_i b_i$ with $c_i=\langle b_i,x\rangle$. Then
$$Hx=\sum_i c_i\varepsilon_i b_i,\qquad \langle x,Hx\rangle=\sum_i\varepsilon_i|c_i|^2,\qquad \sum_i|c_i|^2=1,$$
the last for a unit vector.

**A minimum exists.** Since $m<n$, $V$ is not zero. Its unit sphere is nonempty and compact, and the energy is continuous on it.

**The upper bound.** Let $L$ be the span of $b_0,\dots,b_m$, of dimension $m+1$. Then
$$\dim(V\cap L)=\dim V+\dim L-\dim(V+L)\ge(n-m)+(m+1)-n=1.$$
So $V$ contains a unit vector $x$ with $c_i=0$ for $i>m$, and
$$\langle x,Hx\rangle=\sum_{i\le m}\varepsilon_i|c_i|^2\le\varepsilon_m\sum_{i\le m}|c_i|^2=\varepsilon_m .$$
The minimum on $V$ is no higher.

**The bound is attained.** The span of $b_m,\dots,b_{n-1}$ has dimension $n-m$. Its unit vectors have $c_i=0$ for $i<m$, so their energies are at least $\varepsilon_m$, and $b_m$ has exactly this energy. Projecting with the eigenvectors of $H$ itself therefore returns the Dirac value.

**Equality.** Suppose no unit vector of $V$ has energy below $\varepsilon_m$. For the vector $x$ in $V\cap L$ this gives
$$0\ge\varepsilon_m-\langle x,Hx\rangle=\sum_{i\le m}(\varepsilon_m-\varepsilon_i)|c_i|^2\ge 0 .$$
Every term vanishes, so $\varepsilon_i=\varepsilon_m$ wherever $c_i\neq0$, and $Hx=\varepsilon_m x$. Your energy thus lies strictly below the Dirac value unless the free positive-energy space contains an exact eigenvector of $H$ with eigenvalue $\varepsilon_m$.

## Two levels show where the energy goes

Take $n=2$ and $m=1$. In the orthonormal basis of the free positive- and negative-energy states, let
$$H=\begin{pmatrix}A&w\\ w^*&-B\end{pmatrix},\qquad A+B>0 .$$
The off-diagonal element $w$ comes from the potential alone, because the free matrix is diagonal here. The projected energy is $A$, while the upper eigenvalue is
$$\varepsilon_1=\frac{A-B}{2}+\sqrt{\Big(\frac{A+B}{2}\Big)^2+|w|^2}\;\ge\;A,$$
with equality exactly when $w=0$. Coupling to the negative-energy state pushes the electronic level up, and the projection removes that push.

## What the theorems say about your matrix

The space `F` is any complex inner product space with an orthonormal basis `b` indexed by `Fin n`, which fixes its dimension as $n$. A nonorthogonal basis set fits, with the overlap matrix supplying the inner product. The Hamiltonian is a linear map `H`, and `IsOrderedEigenbasis H b ε` says that the $b_i$ are its eigenvectors, with real eigenvalues in increasing order and degeneracies allowed. `exists_orderedEigenbasis` supplies such data for every symmetric `H` on an $n$-dimensional space.

The set `energies H V` contains the expectation values in the normalised states of the subspace `V`. `IsLeast (energies H V) e` says that `e` is one of these values and that none is lower, so it is a ground energy reached by a state. `levelSpace b p` is the span of the eigenvectors whose label satisfies `p`. The index `m : Fin n` carries the condition $m<n$.

There are three main statements:

- `noPair_ground_le`: every `V` of dimension $n-m$ has a ground energy, and it is at most `ε m`.
- `noPair_maxMin`: `ε m` is the greatest ground energy found on any subspace of that dimension.
- `exists_eigenvector_of_ground_eq`: if `ε m` is a lower bound for the energies on `V`, then `V` contains a unit eigenvector with eigenvalue `ε m`.

`V` is an arbitrary subspace, and the free Dirac matrix is never constructed. That your free projector has rank $n-m$, and that level $m$ is the lowest electronic one, are facts to check in your calculation. The rank matters: the span of $b_{m+1},\dots,b_{n-1}$, when it is not zero, has one dimension fewer and ground energy $\varepsilon_{m+1}$, which may exceed $\varepsilon_m$. For a one-electron Dirac matrix in a finite basis, a projected energy above $\varepsilon_m$ therefore points to a wrong rank or a numerical fault.

The theorems give no size for the lowering, and they concern finite matrices, not the Dirac operator with its continuous spectrum. With several interacting electrons, level $m$ of the full matrix need not be the physical state you want to compare with.

In Lean 4 with Mathlib:

```lean
import Mathlib

open Module

namespace NoPairMaxMin

variable {F : Type*} [NormedAddCommGroup F] [InnerProductSpace ℂ F] {n : ℕ}
  {H : F →ₗ[ℂ] F} {b : OrthonormalBasis (Fin n) ℂ F} {ε : Fin n → ℝ}

/-- The orthonormal basis `b` consists of eigenvectors of `H`, with real eigenvalues `ε`
listed in increasing order (repetitions allowed). -/
def IsOrderedEigenbasis (H : F →ₗ[ℂ] F) (b : OrthonormalBasis (Fin n) ℂ F)
    (ε : Fin n → ℝ) : Prop :=
  Monotone ε ∧ ∀ i, H (b i) = (ε i : ℂ) • b i

/-- The real parts of the expectation values `⟨x, H x⟩` in the normalised states `x` of the subspace
`V`. For Hermitian `H` these are the energy expectation values themselves. -/
def energies (H : F →ₗ[ℂ] F) (V : Submodule ℂ F) : Set ℝ :=
  {e | ∃ x ∈ V, ‖x‖ = 1 ∧ (inner ℂ x (H x)).re = e}

/-- The space spanned by the basis states whose label satisfies `p`. -/
def levelSpace (b : OrthonormalBasis (Fin n) ℂ F) (p : Fin n → Prop) : Submodule ℂ F :=
  Submodule.span ℂ (Set.range fun i : {i // p i} => b i)

/-- Every Hermitian operator on an `n`-dimensional space has an orthonormal eigenbasis with
eigenvalues in increasing order. -/
theorem exists_orderedEigenbasis [FiniteDimensional ℂ F] (hH : H.IsSymmetric)
    (hn : finrank ℂ F = n) :
    ∃ (b : OrthonormalBasis (Fin n) ℂ F) (ε : Fin n → ℝ), IsOrderedEigenbasis H b ε := by
  -- sort the eigenvalues and relabel the eigenvectors accordingly
  refine ⟨(hH.eigenvectorBasis hn).reindex (Tuple.sort (hH.eigenvalues hn)).symm,
    hH.eigenvalues hn ∘ Tuple.sort (hH.eigenvalues hn), Tuple.monotone_sort _, fun i => ?_⟩
  rw [OrthonormalBasis.reindex_apply, Equiv.symm_symm]
  exact hH.apply_eigenvectorBasis hn _

/-- In an orthonormal eigenbasis, `H` multiplies each component of a state by its eigenvalue, and
the real part of `⟨x, H x⟩` is the sum of the eigenvalues weighted by the squared moduli of the
components of `x`. -/
theorem level_expansion (h : ∀ i, H (b i) = (ε i : ℂ) • b i) (x : F) :
    H x = ∑ i, (inner ℂ (b i) x * (ε i : ℂ)) • b i ∧
      (inner ℂ x (H x)).re = ∑ i, ε i * ‖inner ℂ (b i) x‖ ^ 2 := by
  have hx : H x = ∑ i, (inner ℂ (b i) x * (ε i : ℂ)) • b i := by
    conv_lhs => rw [← b.sum_repr' x]
    simp only [map_sum, map_smul, h, smul_smul]
  refine ⟨hx, ?_⟩
  rw [hx, inner_sum, Complex.re_sum]
  refine Finset.sum_congr rfl fun i _ => ?_
  rw [inner_smul_right, ← inner_conj_symm x (b i)]
  generalize inner ℂ (b i) x = c
  rw [Complex.sq_norm, Complex.normSq_apply]
  simp only [Complex.mul_re, Complex.mul_im, Complex.conj_re, Complex.conj_im,
    Complex.ofReal_re, Complex.ofReal_im]
  ring

/-- A state built from selected levels has no component on a level outside the selection. -/
theorem inner_eq_zero_of_mem {p : Fin n → Prop} {x : F} (hx : x ∈ levelSpace b p)
    {j : Fin n} (hj : ¬ p j) : inner ℂ (b j) x = 0 := by
  unfold levelSpace at hx
  induction hx using Submodule.span_induction with
  | mem x hx =>
    obtain ⟨i, rfl⟩ := hx
    exact b.orthonormal.2 (fun h => hj (by rw [h]; exact i.2))
  | zero => exact inner_zero_right _
  | add x y _ _ hx hy => rw [inner_add_right, hx, hy, add_zero]
  | smul a x _ hx => rw [inner_smul_right, hx, mul_zero]

/-- The dimension of the space spanned by selected levels is the number of levels selected. -/
theorem finrank_levelSpace (b : OrthonormalBasis (Fin n) ℂ F) (p : Fin n → Prop)
    [DecidablePred p] : finrank ℂ (levelSpace b p) = Fintype.card {i // p i} :=
  finrank_span_eq_card (b.orthonormal.linearIndependent.comp _ Subtype.val_injective)

/-- On a nonzero subspace of a finite-dimensional space the energy has a minimum over the
normalised states. -/
theorem exists_ground_energy [FiniteDimensional ℂ F] (H : F →ₗ[ℂ] F) {V : Submodule ℂ F}
    (hV : V ≠ ⊥) : ∃ e, IsLeast (energies H V) e := by
  have : ProperSpace F := FiniteDimensional.proper ℂ F
  obtain ⟨y, hyV, hy⟩ := Submodule.exists_mem_ne_zero_of_ne_bot hV
  -- the unit sphere of `V` is compact and the energy is continuous on it
  have hK : IsCompact ((V : Set F) ∩ Metric.sphere 0 1) :=
    (isCompact_sphere (0 : F) 1).inter_left V.closed_of_finiteDimensional
  have hne : ((V : Set F) ∩ Metric.sphere 0 1).Nonempty := by
    refine ⟨((‖y‖ : ℂ)⁻¹) • y, V.smul_mem _ hyV, ?_⟩
    rw [mem_sphere_zero_iff_norm, norm_smul, norm_inv, Complex.norm_real, norm_norm,
      inv_mul_cancel₀ (norm_ne_zero_iff.mpr hy)]
  have hf : Continuous fun x : F => (inner ℂ x (H x)).re :=
    Complex.continuous_re.comp (continuous_id.inner H.continuous_of_finiteDimensional)
  obtain ⟨x, hx, hmin⟩ := hK.exists_isMinOn hne hf.continuousOn
  refine ⟨_, ⟨x, hx.1, mem_sphere_zero_iff_norm.mp hx.2, rfl⟩, ?_⟩
  rintro e ⟨z, hz, hz1, rfl⟩
  exact hmin ⟨hz, mem_sphere_zero_iff_norm.mpr hz1⟩

/-- A subspace of dimension `n - m` contains a normalised state with no component on the
levels above `m`, where levels are counted from zero. -/
theorem exists_low_state (b : OrthonormalBasis (Fin n) ℂ F) (m : Fin n)
    {V : Submodule ℂ F} (hV : finrank ℂ V = n - (m : ℕ)) :
    ∃ x ∈ V, ‖x‖ = 1 ∧ ∀ j, ¬ j ≤ m → inner ℂ (b j) x = 0 := by
  have : FiniteDimensional ℂ F := Module.Finite.of_basis b.toBasis
  have hF : finrank ℂ F = n := by
    rw [Module.finrank_eq_card_basis b.toBasis, Fintype.card_fin]
  have hL : finrank ℂ (levelSpace b (· ≤ m)) = (m : ℕ) + 1 := by
    rw [finrank_levelSpace, Fintype.card_subtype, ← Fin.card_Iic m]
    congr 1
    ext i
    simp
  -- the dimensions add up to `n + 1`, so the two spaces intersect
  have hne : V ⊓ levelSpace b (· ≤ m) ≠ ⊥ := by
    intro h
    have h1 := Submodule.finrank_sup_add_finrank_inf_eq V (levelSpace b (· ≤ m))
    have h2 := Submodule.finrank_le (V ⊔ levelSpace b (· ≤ m))
    rw [h, finrank_bot, hV, hL] at h1
    have := m.2
    omega
  obtain ⟨_, ⟨x, hx, hx1, _⟩, _⟩ := exists_ground_energy (0 : F →ₗ[ℂ] F) hne
  exact ⟨x, hx.1, hx1, fun j hj => inner_eq_zero_of_mem hx.2 hj⟩

/-- On every subspace of dimension `n - m` the projected ground energy exists and is at most the
eigenvalue `ε m` of the unprojected Hamiltonian, counted from zero in increasing order. -/
theorem noPair_ground_le (hs : IsOrderedEigenbasis H b ε) (m : Fin n)
    {V : Submodule ℂ F} (hV : finrank ℂ V = n - (m : ℕ)) :
    ∃ e, IsLeast (energies H V) e ∧ e ≤ ε m := by
  have : FiniteDimensional ℂ F := Module.Finite.of_basis b.toBasis
  have hne : V ≠ ⊥ := by
    intro h
    rw [h, finrank_bot] at hV
    have := m.2
    omega
  obtain ⟨e, he⟩ := exists_ground_energy H hne
  obtain ⟨x, hxV, hx1, hx0⟩ := exists_low_state b m hV
  refine ⟨e, he, (he.2 ⟨x, hxV, hx1, rfl⟩).trans ?_⟩
  rw [(level_expansion hs.2 x).2]
  calc ∑ i, ε i * ‖inner ℂ (b i) x‖ ^ 2 ≤ ∑ i, ε m * ‖inner ℂ (b i) x‖ ^ 2 := by
        refine Finset.sum_le_sum fun i _ => ?_
        by_cases hi : i ≤ m
        · exact mul_le_mul_of_nonneg_right (hs.1 hi) (sq_nonneg _)
        · simp [hx0 i hi]
    _ = ε m := by
        rw [← Finset.mul_sum, b.sum_sq_norm_inner_right, hx1, one_pow, mul_one]

/-- Let the eigenvalues `ε` of `H` be listed in increasing order, counted from zero. If no
normalised state of a subspace of dimension `n - m` has energy below `ε m`, the subspace contains an
exact eigenvector of `H` with eigenvalue `ε m`. -/
theorem exists_eigenvector_of_ground_eq (hs : IsOrderedEigenbasis H b ε) (m : Fin n)
    {V : Submodule ℂ F} (hV : finrank ℂ V = n - (m : ℕ))
    (hlow : ε m ∈ lowerBounds (energies H V)) :
    ∃ x ∈ V, ‖x‖ = 1 ∧ H x = (ε m : ℂ) • x := by
  obtain ⟨x, hxV, hx1, hx0⟩ := exists_low_state b m hV
  refine ⟨x, hxV, hx1, ?_⟩
  have hpos : ∀ i ∈ Finset.univ, 0 ≤ (ε m - ε i) * ‖inner ℂ (b i) x‖ ^ 2 := by
    intro i _
    by_cases hi : i ≤ m
    · exact mul_nonneg (sub_nonneg.mpr (hs.1 hi)) (sq_nonneg _)
    · simp [hx0 i hi]
  -- the energy deficit is a sum of nonnegative terms, and it vanishes
  have hsum : ∑ i, (ε m - ε i) * ‖inner ℂ (b i) x‖ ^ 2 = 0 := by
    refine le_antisymm ?_ (Finset.sum_nonneg hpos)
    have h1 := hlow ⟨x, hxV, hx1, rfl⟩
    rw [(level_expansion hs.2 x).2] at h1
    simp only [sub_mul, Finset.sum_sub_distrib]
    rw [← Finset.mul_sum, b.sum_sq_norm_inner_right, hx1]
    linarith
  have hzero := (Finset.sum_eq_zero_iff_of_nonneg hpos).mp hsum
  have h2 : (ε m : ℂ) • x = ∑ i, (inner ℂ (b i) x * (ε m : ℂ)) • b i :=
    (level_expansion (H := (ε m : ℂ) • LinearMap.id) (b := b) (ε := fun _ => ε m)
      (fun _ => rfl) x).1
  rw [h2, (level_expansion hs.2 x).1]
  refine Finset.sum_congr rfl fun i hi => ?_
  rcases mul_eq_zero.mp (hzero i hi) with h | h
  · rw [sub_eq_zero.mp h]
  · rw [norm_eq_zero.mp (pow_eq_zero_iff two_ne_zero |>.mp h), zero_mul, zero_mul]

/-- On the span of the eigenvectors from level `m` upwards, the ground energy is `ε m`. -/
theorem ground_energy_upper (hs : IsOrderedEigenbasis H b ε) (m : Fin n) :
    IsLeast (energies H (levelSpace b (m ≤ ·))) (ε m) := by
  constructor
  · refine ⟨b m, Submodule.subset_span ⟨⟨m, le_refl m⟩, rfl⟩, b.orthonormal.1 m, ?_⟩
    rw [hs.2, inner_smul_right, inner_self_eq_norm_sq_to_K, b.orthonormal.1 m]
    simp
  · rintro e ⟨x, hx, hx1, rfl⟩
    rw [(level_expansion hs.2 x).2]
    calc ε m = ∑ i, ε m * ‖inner ℂ (b i) x‖ ^ 2 := by
          rw [← Finset.mul_sum, b.sum_sq_norm_inner_right, hx1, one_pow, mul_one]
      _ ≤ ∑ i, ε i * ‖inner ℂ (b i) x‖ ^ 2 := by
          refine Finset.sum_le_sum fun i _ => ?_
          by_cases hi : m ≤ i
          · exact mul_le_mul_of_nonneg_right (hs.1 hi) (sq_nonneg _)
          · simp [inner_eq_zero_of_mem hx hi]

/-- Max-min principle: the eigenvalue `ε m`, counted from zero in increasing order, is the greatest
ground energy that `H` can have on a subspace of dimension `n - m`. -/
theorem noPair_maxMin (hs : IsOrderedEigenbasis H b ε) (m : Fin n) :
    IsGreatest {e | ∃ V : Submodule ℂ F, finrank ℂ V = n - (m : ℕ) ∧
      IsLeast (energies H V) e} (ε m) := by
  constructor
  · refine ⟨levelSpace b (m ≤ ·), ?_, ground_energy_upper hs m⟩
    rw [finrank_levelSpace, Fintype.card_subtype, ← Fin.card_Ici m]
    congr 1
    ext i
    simp
  · rintro e ⟨V, hV, he⟩
    obtain ⟨e', he', hle⟩ := noPair_ground_le hs m hV
    exact (he.2 he'.1).trans hle

end NoPairMaxMin
```

```lean
#print axioms NoPairMaxMin.exists_orderedEigenbasis
#print axioms NoPairMaxMin.noPair_ground_le
#print axioms NoPairMaxMin.exists_eigenvector_of_ground_eq
#print axioms NoPairMaxMin.noPair_maxMin
```

```
'NoPairMaxMin.exists_orderedEigenbasis' depends on axioms: [propext, Classical.choice, Quot.sound]
'NoPairMaxMin.noPair_ground_le' depends on axioms: [propext, Classical.choice, Quot.sound]
'NoPairMaxMin.exists_eigenvector_of_ground_eq' depends on axioms: [propext, Classical.choice, Quot.sound]
'NoPairMaxMin.noPair_maxMin' depends on axioms: [propext, Classical.choice, Quot.sound]
```

## From the component formula to the max-min theorem

`level_expansion` proves the two component formulas. It expands $x$ in the basis, applies `H` term by term, and reduces each term of the energy to $\varepsilon_i|c_i|^2$. `inner_eq_zero_of_mem` shows that a vector in a span of selected levels has no component on the others, by induction over the span. `finrank_levelSpace` counts the dimension of such a span from the linear independence of the eigenvectors.

`exists_ground_energy` is the compactness argument. It normalises a nonzero vector of `V` to show that the unit sphere is nonempty, then applies `exists_isMinOn` to the continuous energy.

`exists_low_state` finds the unit vector in $V\cap L$. If the intersection were zero, the dimension formula would give $V+L$ dimension $n+1$ inside an $n$-dimensional space, and `omega` finds the contradiction. The unit vector is then taken from `exists_ground_energy` with the zero operator, for which only the existence of a normalised state matters.

In `noPair_ground_le`, the `calc` block compares $\sum_i\varepsilon_i|c_i|^2$ with $\sum_i\varepsilon_m|c_i|^2$ term by term: for $i\le m$ by the ordering, and for $i>m$ because the component is zero. Normalisation turns the second sum into $\varepsilon_m$. `ground_energy_upper` runs the same comparison in the opposite direction on the upper levels and uses `b m` as the state that attains the value.

For the equality case, `hpos` says that each term $(\varepsilon_m-\varepsilon_i)|c_i|^2$ is nonnegative, `hsum` that their sum is zero, and `hzero` that each of them vanishes. The proof then expands both $Hx$ and $\varepsilon_m x$ in the eigenbasis and matches them component by component: either the eigenvalues agree or $c_i=0$.

Finally, `noPair_maxMin` joins the two bounds. The upper span has dimension $n-m$ and ground energy `ε m`, so the value occurs. Any other ground energy `e` on a `V` of this dimension is at most the one supplied by `noPair_ground_le`, and hence at most `ε m`.
